# Rank-one update of the Green's matrix after auxiliary-field flips with non-zero ratio

Take a single site, so that the propagator is a number $b$ and the Green's function is $g = 1/(1+b)$. A field flip multiplies $b$ by $1+d$. Since $b/(1+b) = 1-g$,

$$1 + (1+d)b = (1+b)\,\bigl(1 + d(1-g)\bigr).$$

The new denominator is the old one times a factor that depends only on $g$ and $d$. With $b=1$ and $d=2$, the factor is $2$ and $g$ drops from $1/2$ to $1/4$. For several sites the factor becomes a matrix, but a flip at one site changes only one row of the propagator if the flipped factor stands leftmost in it, and the inverse can still be found from the old Green's matrix.

## The flip and its ratio

Let $B$ be a square matrix over a field $F$, with rows and columns labelled by a finite set of sites `n`. In determinant Monte Carlo, $B$ is the product of time-slice propagators for fermions that are independent once the auxiliary field is fixed, and $G = (1+B)^{-1}$ is the equal-time Green's matrix, with $G_{ij} = \langle c_i c_j^\dagger\rangle$. Thus $1-G_{kk}$ is the value that the fixed field assigns to the occupation of site $k$; for a single field configuration it need not lie between $0$ and $1$. The results below replace a fresh inversion after each flip by a correction of rank at most one.

```lean
import Mathlib

namespace DeterminantMonteCarloUpdate

noncomputable section

variable {n F : Type*} [Fintype n] [DecidableEq n] [Field F]

/-- The equal-time Green's matrix `(1 + B)⁻¹` of a propagator `B`, for `1 + B` invertible. -/
def green (B : Matrix n n F) : Matrix n n F := (1 + B)⁻¹
```

A flip at site $k$ rescales the diagonal field factor there by $1+d$. With $D$ the diagonal matrix whose only entry is $d$ at site $k$, the propagator becomes $B' = (1+D)B$. The changed factor therefore stands leftmost in the product.

```lean
/-- The local change `D = d e_k e_kᵀ`: a diagonal matrix with the single entry `d` at site `k`. -/
def fieldKick (k : n) (d : F) : Matrix n n F := Matrix.diagonal (Pi.single k d)

/-- The propagator `(1 + D) B` after an auxiliary-field flip of strength `d` at site `k`. -/
def flipField (B : Matrix n n F) (k : n) (d : F) : Matrix n n F :=
  (1 + fieldKick k d) * B
```

The flip ratio is $R = 1 + d(1-G_{kk})$. It equals $\det(1+B')/\det(1+B)$, so a flip with $R=0$ leads to a configuration of zero weight; this is background, and the theorems use $R$ only as a scalar. If spin up and spin down have separate matrices $B$, each has its own $R$, and the determinant part of the weight changes by the product of the two.

```lean
/-- The flip ratio `R = 1 + d (1 - G_kk)`. -/
def flipRatio (G : Matrix n n F) (k : n) (d : F) : F := 1 + d * (1 - G k k)
```

The last definition is a candidate for the new Green's matrix, written $G'$ below. It is computed from $G$, $k$ and $d$, without access to $B$.

```lean
/-- The update rule `G - G D (1 - G) / R`, meant for a non-zero flip ratio `R`. -/
def updateGreen (G : Matrix n n F) (k : n) (d : F) : Matrix n n F :=
  G - (flipRatio G k d)⁻¹ • (G * fieldKick k d * (1 - G))
```

## (a) The square of the flip matrix

Let $X = D(1-G)$, for any square matrix $G$. Show that

$$X^2 = d(1-G_{kk})\,X.$$

**Solution.** Only row $k$ of $X$ can be non-zero, and $X_{kj} = d(\delta_{kj}-G_{kj})$. Hence
$$(X^2)_{ij} = \sum_x X_{ix}X_{xj} = X_{ik}X_{kj}.$$
For $i=k$ this is $d(1-G_{kk})X_{kj}$; for $i\neq k$ both sides vanish.

In the proof, `Finset.sum_eq_single k` reduces the sum to its one term, and `rcases` separates $i=k$ from $i\ne k$.

```lean
/-- The matrix `X = D (1 - G)` satisfies `X² = d (1 - G_kk) X`. -/
theorem kick_sq (G : Matrix n n F) (k : n) (d : F) :
    fieldKick k d * (1 - G) * (fieldKick k d * (1 - G)) =
      (d * (1 - G k k)) • (fieldKick k d * (1 - G)) := by
  ext i j
  rw [Matrix.mul_apply, Finset.sum_eq_single k]
  · simp only [fieldKick, Matrix.diagonal_mul, Matrix.smul_apply, smul_eq_mul]
    rcases eq_or_ne i k with rfl | hi
    · simp only [Pi.single_eq_same, Matrix.sub_apply, Matrix.one_apply_eq]
    · simp [Pi.single_eq_of_ne hi]
  · intro x _ hx
    simp [fieldKick, Matrix.diagonal_mul, Pi.single_eq_of_ne hx]
  · intro h
    exact absurd (Finset.mem_univ k) h
```

## (b) Factoring out the old matrix

Let $1+B$ be invertible, which is the hypothesis `IsUnit (1 + B)`. Show that

$$1+(1+D)B = \bigl(1+D(1-G)\bigr)(1+B).$$

**Solution.** Expand the right-hand side and use $G(1+B)=1$:
$$1+B+D(1+B)-DG(1+B) = 1+B+D+DB-D = 1+B+DB.$$

The expansion is the step `e`, done by `noncomm_ring`, which respects the order of matrix factors; `hG` supplies $G(1+B)=1$.

```lean
/-- If `1 + B` is invertible with Green's matrix `G`, the flipped matrix factorises as
`1 + (1 + D) B = (1 + D (1 - G)) (1 + B)`. -/
theorem one_add_flipField {B : Matrix n n F} (h : IsUnit (1 + B)) (k : n) (d : F) :
    1 + flipField B k d = (1 + fieldKick k d * (1 - green B)) * (1 + B) := by
  have hG : green B * (1 + B) = 1 :=
    Matrix.nonsing_inv_mul _ ((Matrix.isUnit_iff_isUnit_det _).mp h)
  have e : (1 + fieldKick k d * (1 - green B)) * (1 + B) =
      1 + B + fieldKick k d * (1 + B) - fieldKick k d * (green B * (1 + B)) := by
    noncomm_ring
  rw [e, hG, flipField]
  noncomm_ring
```

## (c) The new inverse

Let $1+B$ be invertible and $R\neq 0$. Show that $1+B'$ is invertible and that

$$(1+B')^{-1} = G - \frac{1}{R}\,G D(1-G).$$

**Solution.** Call the right-hand side $G'$. From $(1+B)G=1$ we get $(1+B)G' = 1-X/R$. With (b),
$$(1+B')G' = (1+X)\Bigl(1-\frac{X}{R}\Bigr) = 1+X-\frac{X}{R}-\frac{X^2}{R}.$$
By (a), $X^2=(R-1)X$, so the last term is $-X+X/R$ and the product is $1$. For square matrices a right inverse is also a left inverse.

The steps `h1`, `key` and `hs` are the product $(1+B)G'$, the expansion and the scalar identity $(R-1)/R = 1-1/R$. They combine in `hmul`, which gives both halves of the conclusion.

```lean
/-- Green's matrix update: if `1 + B` is invertible and the flip ratio `R` is non-zero, then
`1 + (1 + D) B` is invertible and its inverse is `G - G D (1 - G) / R`. -/
theorem green_flipField {B : Matrix n n F} (h : IsUnit (1 + B)) (k : n) (d : F)
    (hR : flipRatio (green B) k d ≠ 0) :
    IsUnit (1 + flipField B k d) ∧
      green (flipField B k d) = updateGreen (green B) k d := by
  have hG : (1 + B) * green B = 1 :=
    Matrix.mul_nonsing_inv _ ((Matrix.isUnit_iff_isUnit_det _).mp h)
  have h1 : (1 + B) * updateGreen (green B) k d =
      1 - (flipRatio (green B) k d)⁻¹ • (fieldKick k d * (1 - green B)) := by
    rw [updateGreen, mul_sub, Matrix.mul_smul, hG, mul_assoc, ← mul_assoc (1 + B), hG, one_mul]
  have key : ∀ (X : Matrix n n F) (c : F),
      (1 + X) * (1 - c • X) = 1 + X - c • X - c • (X * X) := by
    intro X c
    rw [mul_sub, mul_one, Matrix.mul_smul, add_mul, one_mul, smul_add]
    abel
  have hs : (flipRatio (green B) k d)⁻¹ * (d * (1 - green B k k)) =
      1 - (flipRatio (green B) k d)⁻¹ := by
    have hr : d * (1 - green B k k) = flipRatio (green B) k d - 1 := by
      unfold flipRatio
      ring
    rw [hr, mul_sub, inv_mul_cancel₀ hR, mul_one]
  -- the updated matrix is a right inverse of `1 + (1 + D) B`
  have hmul : (1 + flipField B k d) * updateGreen (green B) k d = 1 := by
    rw [one_add_flipField h, mul_assoc, h1, key, kick_sq, smul_smul, hs, sub_smul, one_smul]
    abel
  exact ⟨⟨⟨_, _, hmul, mul_eq_one_comm.mp hmul⟩, rfl⟩, Matrix.inv_eq_right_inv hmul⟩
```

## (d) The update entry by entry

Parts (d) to (h) concern the update rule alone, so $G$ may be any square matrix. For $R\neq0$ (the Lean statement omits this condition, because Lean sets $1/0=0$ and both sides are then $G_{ij}$), show that

$$G'_{ij} = G_{ij} - \frac{d}{R}\,G_{ik}\,(\delta_{kj}-G_{kj}).$$

**Solution.** Since $D$ has one entry,
$$\bigl(GD(1-G)\bigr)_{ij} = \sum_x G_{ix}D_{xx}(\delta_{xj}-G_{xj}) = G_{ik}\,d\,(\delta_{kj}-G_{kj}).$$
Divide by $R$ and subtract from $G_{ij}$.

The Kronecker delta appears as `(1 : Matrix n n F) k j`, and the collapsed sum is the step `h`.

```lean
/-- The update rule entry by entry: `G'_ij = G_ij - (d / R) G_ik (δ_kj - G_kj)`. -/
theorem updateGreen_apply (G : Matrix n n F) (k : n) (d : F) (i j : n) :
    updateGreen G k d i j =
      G i j - d / flipRatio G k d * G i k * ((1 : Matrix n n F) k j - G k j) := by
  have h : (G * fieldKick k d * (1 - G)) i j =
      G i k * d * ((1 : Matrix n n F) k j - G k j) := by
    rw [Matrix.mul_apply, Finset.sum_eq_single k]
    · simp only [fieldKick, Matrix.mul_diagonal, Pi.single_eq_same, Matrix.sub_apply]
    · intro x _ hx
      simp [fieldKick, Matrix.mul_diagonal, Pi.single_eq_of_ne hx]
    · intro h
      exact absurd (Finset.mem_univ k) h
  rw [updateGreen, Matrix.sub_apply, Matrix.smul_apply, h, smul_eq_mul, div_eq_mul_inv]
  ring
```

## (e) Column $k$

For $R\neq0$, show that

$$G'_{ik} = \frac{G_{ik}}{R}.$$

**Solution.** Put $j=k$ in (d) and use $d(1-G_{kk})=R-1$:
$$G'_{ik} = G_{ik}\Bigl(1-\frac{R-1}{R}\Bigr)=\frac{G_{ik}}{R}.$$

The two facts used are `hr`, the definition of $R$ rearranged, and `hi`, which says $R\,R^{-1}=1$; `linear_combination` adds suitable multiples of them.

```lean
/-- For non-zero `R`, the update divides column `k` of the Green's matrix by `R`. -/
theorem updateGreen_column (G : Matrix n n F) (k : n) (d : F)
    (hR : flipRatio G k d ≠ 0) (i : n) :
    updateGreen G k d i k = G i k / flipRatio G k d := by
  have hi := mul_inv_cancel₀ hR
  have hr : d * (1 - G k k) = flipRatio G k d - 1 := by
    unfold flipRatio
    ring
  rw [updateGreen_apply, Matrix.one_apply_eq]
  linear_combination (-G i k) * hi - (G i k * (flipRatio G k d)⁻¹) * hr
```

## (f) Row $k$

For $R\neq0$, show that

$$\delta_{kj}-G'_{kj} = \frac{1+d}{R}\,(\delta_{kj}-G_{kj}).$$

**Solution.** Put $i=k$ in (d):
$$\delta_{kj}-G'_{kj} = \frac{R+dG_{kk}}{R}\,(\delta_{kj}-G_{kj}),$$
and $R+dG_{kk}=1+d$. The proof again combines `hi` and `hr`.

```lean
/-- For non-zero `R`, the update multiplies row `k` of `1 - G` by `(1 + d) / R`. -/
theorem updateGreen_row (G : Matrix n n F) (k : n) (d : F)
    (hR : flipRatio G k d ≠ 0) (j : n) :
    (1 : Matrix n n F) k j - updateGreen G k d k j =
      (1 + d) / flipRatio G k d * ((1 : Matrix n n F) k j - G k j) := by
  have hi := mul_inv_cancel₀ hR
  have hr : d * (1 - G k k) = flipRatio G k d - 1 := by
    unfold flipRatio
    ring
  rw [updateGreen_apply]
  linear_combination (-((1 : Matrix n n F) k j - G k j)) * hi -
    (((1 : Matrix n n F) k j - G k j) * (flipRatio G k d)⁻¹) * hr
```

## (g) The ratio of the reverse flip

The flip back has strength $\bar d=-d/(1+d)$, because $(1+\bar d)(1+d)=1$. This needs $1+d\neq0$, which always holds when the field factors are exponentials. For $d=-1$ the flip sets row $k$ of $B$ to zero, and no rescaling brings a non-zero row back. For $R\neq0$ and $1+d\neq0$, show that the ratio $\bar R$ of the reverse flip, computed from $G'$, is

$$\bar R = \frac1R.$$

**Solution.** By (f) with $j=k$,
$$\bar R = 1-\frac{d}{1+d}\cdot\frac{1+d}{R}(1-G_{kk}) = 1-\frac{R-1}{R} = \frac1R.$$

Here `hrow` is the row formula at $j=k$, and `hT` cancels $1+d$.

```lean
/-- For non-zero `R` and `1 + d`, the reverse flip, of strength `-d / (1 + d)`, has
ratio `1 / R`. -/
theorem flipRatio_reverse (G : Matrix n n F) (k : n) (d : F)
    (hR : flipRatio G k d ≠ 0) (hd : 1 + d ≠ 0) :
    flipRatio (updateGreen G k d) k (-d / (1 + d)) = (flipRatio G k d)⁻¹ := by
  have hi := mul_inv_cancel₀ hR
  have hT := mul_inv_cancel₀ hd
  have hr : d * (1 - G k k) = flipRatio G k d - 1 := by
    unfold flipRatio
    ring
  have hrow := updateGreen_row G k d hR k
  rw [Matrix.one_apply_eq] at hrow
  rw [show flipRatio (updateGreen G k d) k (-d / (1 + d)) =
    1 + -d / (1 + d) * (1 - updateGreen G k d k k) from rfl, hrow]
  linear_combination (-(d * (flipRatio G k d)⁻¹ * (1 - G k k))) * hT -
    (flipRatio G k d)⁻¹ * hr - hi
```

## (h) Flipping back

Under the same two conditions, show that the reverse update of $G'$, written $G''$, satisfies

$$G''_{ij}=G_{ij}.$$

**Solution.** Apply (d) to $G'$ with strength $\bar d$ and ratio $1/R$, then insert (e) and (f):
$$G''_{ij} = G'_{ij}+\frac{dR}{1+d}\cdot\frac{G_{ik}}{R}\cdot\frac{1+d}{R}(\delta_{kj}-G_{kj}) = G'_{ij}+\frac dR\,G_{ik}(\delta_{kj}-G_{kj}).$$
By (d) this is $G_{ij}$. The `rw` line makes these substitutions in the same order, and `linear_combination` cancels the factors.

```lean
/-- For non-zero `R` and `1 + d`, updating with the reverse flip restores the original matrix. -/
theorem updateGreen_reverse (G : Matrix n n F) (k : n) (d : F)
    (hR : flipRatio G k d ≠ 0) (hd : 1 + d ≠ 0) :
    updateGreen (updateGreen G k d) k (-d / (1 + d)) = G := by
  have hi := mul_inv_cancel₀ hR
  have hT := mul_inv_cancel₀ hd
  ext i j
  rw [updateGreen_apply (updateGreen G k d) k _ i j, flipRatio_reverse G k d hR hd, div_inv_eq_mul,
    updateGreen_column G k d hR, updateGreen_row G k d hR, updateGreen_apply G k d i j]
  linear_combination
    (d * (G i k * ((1 : Matrix n n F) k j - G k j)) * (flipRatio G k d)⁻¹ *
      flipRatio G k d * (flipRatio G k d)⁻¹) * hT +
    (d * (G i k * ((1 : Matrix n n F) k j - G k j)) * (flipRatio G k d)⁻¹) * hi
```

**Two sites with numbers.** Let
$$B=\begin{pmatrix}1&1\\1&2\end{pmatrix},\qquad G=\frac15\begin{pmatrix}3&-1\\-1&2\end{pmatrix},$$
and flip site $1$ with $d=5$. Then $R=1+5\cdot\frac25=3$. Column $1$ of $G$ is divided by $3$, which gives $\frac15$ and $-\frac1{15}$. The row formula gives $G'_{12}=-\frac63\cdot\frac15=-\frac25$, and (d) gives $G'_{22}=\frac25+\frac1{15}=\frac7{15}$. Direct inversion agrees:
$$1+B'=\begin{pmatrix}7&6\\1&3\end{pmatrix},\qquad (1+B')^{-1}=\frac1{15}\begin{pmatrix}3&-6\\-1&7\end{pmatrix}.$$
The reverse flip has $\bar d=-\frac56$ and ratio $1-\frac56\cdot\frac45=\frac13$.

## (i) A whole list of flips

Let $s$ be a finite list of flips $(k,d)$, carried out in order. Write $B_s$ for the final propagator and $G_s$ for the matrix obtained from $G$ by the update rule alone.

```lean
/-- The propagator after a list of flips `(k, d)`, carried out in order. -/
def sweepField (B : Matrix n n F) (s : List (n × F)) : Matrix n n F :=
  s.foldl (fun A p => flipField A p.1 p.2) B

/-- The matrix obtained by applying the update rule for each flip of the list in order. -/
def sweepGreen (G : Matrix n n F) (s : List (n × F)) : Matrix n n F :=
  s.foldl (fun A p => updateGreen A p.1 p.2) G
```

The list is allowed if each flip has a non-zero ratio at its turn, computed from the matrix updated so far.

```lean
/-- Every flip of the list has a non-zero ratio when its turn comes. -/
def SweepAllowed : Matrix n n F → List (n × F) → Prop
  | _, [] => True
  | G, p :: s => flipRatio G p.1 p.2 ≠ 0 ∧ SweepAllowed (updateGreen G p.1 p.2) s
```

Let $1+B$ be invertible and $s$ allowed. Show that $1+B_s$ is invertible and that

$$(1+B_s)^{-1}=G_s.$$

**Solution.** Use induction on the list. For the empty list nothing has changed. Otherwise (c) applies to the first flip: $1+B'$ is invertible and its inverse is the updated matrix $G'$. The remaining flips are therefore allowed when started from the true Green's matrix of $B'$, and the induction hypothesis finishes the argument.

The words `generalizing B` let the induction hypothesis be used for the flipped propagator, and `hg` exchanges the updated matrix for the true one.

All flips in the list multiply $B$ from the left, so they belong to one time slice; moving to another slice is a separate operation. The equality is algebraic and gives no bound on the rounding error that builds up in a floating-point simulation.

```lean
/-- A sweep of updates is exact: if `1 + B` is invertible and every flip has a non-zero ratio at
its turn, the updated matrix is the Green's matrix of the final propagator. -/
theorem green_sweepField {B : Matrix n n F} (h : IsUnit (1 + B)) (s : List (n × F))
    (hs : SweepAllowed (green B) s) :
    IsUnit (1 + sweepField B s) ∧ green (sweepField B s) = sweepGreen (green B) s := by
  induction s generalizing B with
  | nil => exact ⟨h, rfl⟩
  | cons p s ih =>
    obtain ⟨hR, ht⟩ := hs
    -- one flip, then the remaining sweep from the flipped propagator
    obtain ⟨hu, hg⟩ := green_flipField h p.1 p.2 hR
    rw [← hg] at ht
    have key := ih hu ht
    rw [hg] at key
    exact key

end

end DeterminantMonteCarloUpdate
```

```lean
#print axioms DeterminantMonteCarloUpdate.updateGreen_reverse
-- 'DeterminantMonteCarloUpdate.updateGreen_reverse' depends on axioms: [propext, Classical.choice, Quot.sound]
#print axioms DeterminantMonteCarloUpdate.green_sweepField
-- 'DeterminantMonteCarloUpdate.green_sweepField' depends on axioms: [propext, Classical.choice, Quot.sound]
```
